# Extreme quadrature variances of a bosonic mode from $\langle a\rangle$, $\langle a^2\rangle$ and $\langle a^\dagger a\rangle$

Ladder operators are unbounded, so I have to choose a space for them to act on. I would take linear maps from a complex inner-product space to itself, without requiring completeness, and call them $a$ and $b=a^\dagger$, with $ab-ba=1$. For a unit vector $v$, write $\langle T\rangle=\langle v,Tv\rangle$ and

$$n=\langle ba\rangle-|\langle a\rangle|^2,\qquad m=\langle a^2\rangle-\langle a\rangle^2 .$$

The quadrature $X(t)=(a e^{-it}+b e^{it})/\sqrt2$ should then have least variance $n+\tfrac12-|m|$ and greatest variance $n+\tfrac12+|m|$ as the real angle $t$ varies. Can this be made rigorous and checked by machine, including the angles at which the minimum occurs?

## The variance is a cosine in twice the angle

Yes. Put $\alpha=\langle a\rangle$. Adjointness gives $\langle b\rangle=\langle av,v\rangle=\bar\alpha$ and, applied twice, $\langle b^2\rangle=\overline{\langle a^2\rangle}$. It also makes $\langle ba\rangle=\|av\|^2$ real. Since $ab=ba+1$,

$$X(t)^2=\tfrac12\left(e^{-2it}a^2+2ba+1+e^{2it}b^2\right),$$

$$\langle X(t)\rangle^2=\tfrac12\left(e^{-2it}\alpha^2+2|\alpha|^2+e^{2it}\bar\alpha^2\right).$$

Taking the expectation of the first line and subtracting the second gives

$$\langle X^2\rangle-\langle X\rangle^2=n+\tfrac12+\tfrac12\left(e^{-2it}m+e^{2it}\bar m\right)=n+\tfrac12+\mathrm{Re}(e^{-2it}m).$$

With $m=|m|e^{i\theta}$, the last term is $|m|\cos(2t-\theta)$. The cosine lies between $-1$ and $1$, and it reaches these values at $t=\theta/2+\pi/2$ and $t=\theta/2$. This proves both extrema.

If $m\neq0$, the variance is minimal exactly when $2t-\theta=\pi+2k\pi$, that is, $t=\theta/2+\pi/2+k\pi$ with $k$ an integer. Some quadrature has variance below $\tfrac12$ exactly when $n<|m|$; the state is then called squeezed.

If $m=0$, the variance is $n+\tfrac12$ at every angle. The vacuum, with $av=0$, is the smallest case: $n=m=0$, and every quadrature has variance $\tfrac12$.

## Operators, states and conventions in Lean

The space is `V`, and `a` and `b` have type `Module.End ℂ V`, so products such as $a^2$ are defined on every vector. The hypothesis `hadj` says that `b` is the adjoint of `a`, `hcomm` is the canonical commutation relation, and `hv` normalises the state. The inner product is conjugate-linear in its first argument. The quantities $n$ and $m$ are `normalFluct` and `anomalousFluct`.

The definition `variance` takes a real part, but `quadrature_fluctuation` shows that for these quadratures the complex number is already real. The scaling is that of $\hbar=1$, with $X(0)$ the dimensionless position and $X(\pi/2)$ the momentum.

In `variance_extrema`, `IsLeast` and `IsGreatest` state that the bounds are attained. The theorems take the state to be a unit vector; density operators are not included, and no concrete oscillator space is constructed. The finite combinations of number states mentioned in the code do not contain the squeezed vacuum or the displaced coherent states. The Schwartz functions on the line, with the $L^2$ inner product, also meet the hypotheses and do contain them.

```lean
import Mathlib

open Complex ComplexConjugate
open scoped InnerProductSpace

namespace OptimalSqueezingAngle

noncomputable section

-- The model case is the pair of ladder operators on finite combinations of number states;
-- that space is not constructed in this file.
variable {V : Type*} [NormedAddCommGroup V] [InnerProductSpace ℂ V]

/-- The expectation value `⟨v, T v⟩` of an operator `T` in the state `v`. -/
def expect (v : V) (T : Module.End ℂ V) : ℂ := ⟪v, T v⟫_ℂ

/-- The variance of an observable `T` in the state `v`: the real part of `⟨T²⟩ - ⟨T⟩²`. -/
def variance (v : V) (T : Module.End ℂ V) : ℝ :=
  (expect v (T * T) - expect v T ^ 2).re

/-- The quadrature at angle `t`, `(a exp(-it) + b exp(it)) / √2`. -/
def quadrature (a b : Module.End ℂ V) (t : ℝ) : Module.End ℂ V :=
  ((Real.sqrt 2 : ℝ) : ℂ)⁻¹ • (exp (-(t * I)) • a + exp (t * I) • b)

/-- The phase-insensitive fluctuation `n = ⟨ba⟩ - |⟨a⟩|²`. -/
def normalFluct (a b : Module.End ℂ V) (v : V) : ℝ :=
  (expect v (b * a)).re - ‖expect v a‖ ^ 2

/-- The phase-sensitive fluctuation `m = ⟨a²⟩ - ⟨a⟩²`. -/
def anomalousFluct (a : Module.End ℂ V) (v : V) : ℂ :=
  expect v (a * a) - expect v a ^ 2

/-- The expectation values of `b` and `b²` are the complex conjugates of those of `a`
and `a²`. -/
theorem expect_adjoint {a b : Module.End ℂ V}
    (hadj : ∀ x y, ⟪a x, y⟫_ℂ = ⟪x, b y⟫_ℂ) (v : V) :
    expect v b = conj (expect v a) ∧ expect v (b * b) = conj (expect v (a * a)) := by
  constructor
  · simp only [expect]
    rw [← hadj, inner_conj_symm]
  · simp only [expect, Module.End.mul_apply]
    rw [← hadj, ← hadj, inner_conj_symm]

/-- For the quadrature at angle `t`, `⟨X²⟩ - ⟨X⟩²` is the real number
`n + 1/2 + Re (exp(-2it) m)`. -/
theorem quadrature_fluctuation {a b : Module.End ℂ V}
    (hadj : ∀ x y, ⟪a x, y⟫_ℂ = ⟪x, b y⟫_ℂ) (hcomm : a * b - b * a = 1)
    {v : V} (hv : ‖v‖ = 1) (t : ℝ) :
    expect v (quadrature a b t * quadrature a b t) - expect v (quadrature a b t) ^ 2
      = ((normalFluct a b v + 1 / 2
          + (exp (-(2 * t * I)) * anomalousFluct a v).re : ℝ) : ℂ) := by
  obtain ⟨hb, hbb⟩ := expect_adjoint hadj v
  obtain ⟨s, hs⟩ : ∃ s : ℂ, s = ((Real.sqrt 2 : ℝ) : ℂ)⁻¹ := ⟨_, rfl⟩
  obtain ⟨e, he⟩ : ∃ e : ℂ, e = exp (-(t * I)) := ⟨_, rfl⟩
  obtain ⟨f, hf⟩ : ∃ f : ℂ, f = exp (t * I) := ⟨_, rfl⟩
  have hss : s * s = 1 / 2 := by
    rw [hs, ← mul_inv, ← Complex.ofReal_mul, Real.mul_self_sqrt (by norm_num)]
    norm_num
  have hef : e * f = 1 := by
    rw [he, hf, ← Complex.exp_add, neg_add_cancel, Complex.exp_zero]
  have hconj : conj e = f := by
    rw [he, hf, ← Complex.exp_conj]
    simp only [map_neg, map_mul, Complex.conj_ofReal, Complex.conj_I, mul_neg, neg_neg]
  have hE : exp (-(2 * t * I)) = e ^ 2 := by
    rw [he, sq, ← Complex.exp_add]
    congr 1
    ring
  have hvv : ⟪v, v⟫_ℂ = 1 := by
    rw [inner_self_eq_norm_sq_to_K, hv]
    simp
  -- the commutation relation reorders `a b` into `b a + 1`
  have hab : a (b v) = b (a v) + v := by
    have h := congrArg (fun T : Module.End ℂ V => T v) hcomm
    simp only [LinearMap.sub_apply, Module.End.mul_apply, Module.End.one_apply] at h
    exact sub_eq_iff_eq_add'.mp h
  have h1 : expect v (quadrature a b t) = s * (e * expect v a + f * expect v b) := by
    simp only [expect, quadrature, LinearMap.smul_apply, LinearMap.add_apply,
      inner_smul_right, inner_add_right, hs, he, hf]
  have h2 : expect v (quadrature a b t * quadrature a b t)
      = s * s * (e ^ 2 * expect v (a * a) + e * f * (2 * expect v (b * a) + 1)
        + f ^ 2 * expect v (b * b)) := by
    simp only [expect, quadrature, Module.End.mul_apply, LinearMap.smul_apply,
      LinearMap.add_apply, map_smul, map_add, hab, inner_smul_right, inner_add_right,
      hvv, hs, he, hf]
    ring
  -- the mean number is real
  have hN : ((expect v (b * a)).re : ℂ) = expect v (b * a) := by
    apply Complex.conj_eq_iff_re.mp
    simp only [expect, Module.End.mul_apply]
    rw [← hadj, inner_conj_symm]
  have hn : (normalFluct a b v : ℂ)
      = expect v (b * a) - expect v a * conj (expect v a) := by
    rw [normalFluct, Complex.ofReal_sub, hN, Complex.mul_conj, Complex.normSq_eq_norm_sq]
  have hhalf : ((1 / 2 : ℝ) : ℂ) = 1 / 2 := by norm_num
  have hm : conj (anomalousFluct a v)
      = conj (expect v (a * a)) - conj (expect v a) ^ 2 := by
    rw [anomalousFluct, map_sub, map_pow]
  rw [Complex.ofReal_add, Complex.ofReal_add, Complex.re_eq_add_conj, hE, map_mul,
    map_pow, hconj, hn, hhalf, hm, h1, h2, hbb, hb, anomalousFluct]
  linear_combination
    (e ^ 2 * expect v (a * a) + e * f * (2 * expect v (b * a) + 1)
      + f ^ 2 * conj (expect v (a * a))
      - (e * expect v a + f * conj (expect v a)) ^ 2) * hss
    + (expect v (b * a) + 1 / 2 - expect v a * conj (expect v a)) * hef

/-- Rotating a complex number `m` by the phase `exp(-2it)` gives it the real part
`|m| cos(2t - arg m)`. -/
theorem re_rotated (m : ℂ) (t : ℝ) :
    (exp (-(2 * t * I)) * m).re = ‖m‖ * Real.cos (2 * t - m.arg) := by
  have h : exp (-(2 * t * I)) * m
      = (‖m‖ : ℂ) * exp (((m.arg - 2 * t : ℝ) : ℂ) * I) := by
    calc exp (-(2 * t * I)) * m
        = exp (-(2 * t * I)) * ((‖m‖ : ℂ) * exp (m.arg * I)) := by
          rw [Complex.norm_mul_exp_arg_mul_I]
      _ = (‖m‖ : ℂ) * (exp (m.arg * I) * exp (-(2 * t * I))) := by ring
      _ = (‖m‖ : ℂ) * exp (((m.arg - 2 * t : ℝ) : ℂ) * I) := by
          rw [← Complex.exp_add]
          congr 2
          push_cast
          ring
  rw [h, Complex.re_ofReal_mul, Complex.exp_ofReal_mul_I_re, ← Real.cos_neg, neg_sub]

/-- The quadrature variance as a function of the angle is
`n + 1/2 + |m| cos(2t - arg m)`. -/
theorem variance_quadrature {a b : Module.End ℂ V}
    (hadj : ∀ x y, ⟪a x, y⟫_ℂ = ⟪x, b y⟫_ℂ) (hcomm : a * b - b * a = 1)
    {v : V} (hv : ‖v‖ = 1) (t : ℝ) :
    variance v (quadrature a b t) = normalFluct a b v + 1 / 2
      + ‖anomalousFluct a v‖ * Real.cos (2 * t - (anomalousFluct a v).arg) := by
  rw [variance, quadrature_fluctuation hadj hcomm hv, Complex.ofReal_re, re_rotated]

/-- Over all angles the quadrature variance has the attained minimum `n + 1/2 - |m|` and
the attained maximum `n + 1/2 + |m|`. -/
theorem variance_extrema {a b : Module.End ℂ V}
    (hadj : ∀ x y, ⟪a x, y⟫_ℂ = ⟪x, b y⟫_ℂ) (hcomm : a * b - b * a = 1)
    {v : V} (hv : ‖v‖ = 1) :
    IsLeast (Set.range fun t : ℝ => variance v (quadrature a b t))
        (normalFluct a b v + 1 / 2 - ‖anomalousFluct a v‖) ∧
      IsGreatest (Set.range fun t : ℝ => variance v (quadrature a b t))
        (normalFluct a b v + 1 / 2 + ‖anomalousFluct a v‖) := by
  have key := variance_quadrature hadj hcomm hv
  have hm := norm_nonneg (anomalousFluct a v)
  refine ⟨⟨⟨(anomalousFluct a v).arg / 2 + Real.pi / 2, ?_⟩, ?_⟩,
    ⟨⟨(anomalousFluct a v).arg / 2, ?_⟩, ?_⟩⟩
  · -- at this angle the cosine is `cos π = -1`
    show variance v (quadrature a b _) = _
    rw [key, show 2 * ((anomalousFluct a v).arg / 2 + Real.pi / 2)
      - (anomalousFluct a v).arg = Real.pi by ring, Real.cos_pi]
    ring
  · rintro _ ⟨t, rfl⟩
    show _ ≤ variance v (quadrature a b t)
    rw [key]
    nlinarith [mul_le_mul_of_nonneg_left
      (Real.neg_one_le_cos (2 * t - (anomalousFluct a v).arg)) hm]
  · -- at this angle the cosine is `cos 0 = 1`
    show variance v (quadrature a b _) = _
    rw [key, show 2 * ((anomalousFluct a v).arg / 2)
      - (anomalousFluct a v).arg = 0 by ring, Real.cos_zero]
    ring
  · rintro _ ⟨t, rfl⟩
    show variance v (quadrature a b t) ≤ _
    rw [key]
    nlinarith [mul_le_mul_of_nonneg_left
      (Real.cos_le_one (2 * t - (anomalousFluct a v).arg)) hm]

/-- If `m ≠ 0`, the variance takes its minimal value exactly at the angles
`arg(m)/2 + π/2 + kπ` with `k` an integer. -/
theorem optimal_angle_iff {a b : Module.End ℂ V}
    (hadj : ∀ x y, ⟪a x, y⟫_ℂ = ⟪x, b y⟫_ℂ) (hcomm : a * b - b * a = 1)
    {v : V} (hv : ‖v‖ = 1) (hm : anomalousFluct a v ≠ 0) (t : ℝ) :
    variance v (quadrature a b t) = normalFluct a b v + 1 / 2 - ‖anomalousFluct a v‖ ↔
      ∃ k : ℤ, t = (anomalousFluct a v).arg / 2 + Real.pi / 2 + k * Real.pi := by
  have hpos : ‖anomalousFluct a v‖ ≠ 0 := norm_ne_zero_iff.mpr hm
  have hshift := Real.cos_sub_pi (2 * t - (anomalousFluct a v).arg)
  rw [variance_quadrature hadj hcomm hv]
  constructor
  · intro h
    have hc : Real.cos (2 * t - (anomalousFluct a v).arg) = -1 := by
      apply mul_left_cancel₀ hpos
      linarith
    rw [hc, neg_neg] at hshift
    obtain ⟨k, hk⟩ := (Real.cos_eq_one_iff _).mp hshift
    exact ⟨k, by linarith⟩
  · rintro ⟨k, hk⟩
    have h1 := (Real.cos_eq_one_iff (2 * t - (anomalousFluct a v).arg - Real.pi)).mpr
      ⟨k, by rw [hk]; ring⟩
    have hc : Real.cos (2 * t - (anomalousFluct a v).arg) = -1 := by linarith
    rw [hc]
    ring

/-- Some quadrature has variance below `1/2` exactly when `n < |m|`. -/
theorem squeezed_iff {a b : Module.End ℂ V}
    (hadj : ∀ x y, ⟪a x, y⟫_ℂ = ⟪x, b y⟫_ℂ) (hcomm : a * b - b * a = 1)
    {v : V} (hv : ‖v‖ = 1) :
    (∃ t : ℝ, variance v (quadrature a b t) < 1 / 2) ↔
      normalFluct a b v < ‖anomalousFluct a v‖ := by
  obtain ⟨⟨⟨t₀, ht₀⟩, hlow⟩, -⟩ := variance_extrema hadj hcomm hv
  constructor
  · rintro ⟨t, ht⟩
    have h : normalFluct a b v + 1 / 2 - ‖anomalousFluct a v‖
        ≤ variance v (quadrature a b t) := hlow ⟨t, rfl⟩
    linarith
  · intro h
    have h₀ : variance v (quadrature a b t₀)
        = normalFluct a b v + 1 / 2 - ‖anomalousFluct a v‖ := ht₀
    exact ⟨t₀, by linarith⟩

end

end OptimalSqueezingAngle
```

```lean
#print axioms OptimalSqueezingAngle.variance_extrema
#print axioms OptimalSqueezingAngle.optimal_angle_iff
#print axioms OptimalSqueezingAngle.squeezed_iff
```

```
'OptimalSqueezingAngle.variance_extrema' depends on axioms: [propext, Classical.choice, Quot.sound]
'OptimalSqueezingAngle.optimal_angle_iff' depends on axioms: [propext, Classical.choice, Quot.sound]
'OptimalSqueezingAngle.squeezed_iff' depends on axioms: [propext, Classical.choice, Quot.sound]
```

## From the commutator to the optimal angle

`expect_adjoint` supplies the conjugate moments. In `quadrature_fluctuation`, `hab` applies the commutator to $v$, while `h1` and `h2` expand $\langle X\rangle$ and $\langle X^2\rangle$. The closing `linear_combination` compares the two sides, using $(1/\sqrt2)^2=\tfrac12$ and $e^{-it}e^{it}=1$.

`re_rotated` is the polar-form step, and `variance_quadrature` combines it with the expansion. `variance_extrema` supplies the two angles found above, then multiplies the cosine bounds by $|m|\ge0$. For `optimal_angle_iff`, the hypothesis $m\ne0$ allows cancellation of $|m|$; a shift by $\pi$ turns the condition $\cos=-1$ into $\cos=1$, whose solutions are the multiples of $2\pi$. `squeezed_iff` compares the attained minimum with $\tfrac12$.

## Squeezing in a simulation

For a single mode in a pure state, the result gives the least variance of an ideal homodyne measurement from three expectation values, without a scan over $t$. If $m\neq0$, it also gives the angle at which this variance occurs, which depends only on $\langle a\rangle$ and $\langle a^2\rangle$. In code, one computes $\langle a\rangle$, $\langle a^2\rangle$ and $\langle ba\rangle$, forms $n$ and $m$, and takes $t=(\arg m+\pi)/2$.

A truncated number basis needs care, because no finite matrices satisfy $ab-ba=1$. With $N$ levels, the usual truncated matrices give $ab-ba=1-N|N-1\rangle\langle N-1|$. The variance computed from the matrix $X(t)^2$ is therefore lower than the formula by $Np/2$, where $p$ is the population of the highest retained level.
